# A small Euclidean residual can leave the trial energy far from every level when the overlap matrix is nearly singular

## Nearly dependent basis functions

Two s orbitals of the same shape on very close centres, or two s-type Gaussians on one centre with nearly equal exponents, are almost the same function. If both are normalised and have overlap \(\sigma\) close to 1, their sum and difference, each divided by \(\sqrt2\), are orthogonal with squared norms \(1+\sigma\) and \(1-\sigma\). The difference is a legitimate basis function with very little norm.

Projected onto such a basis, the Schrödinger equation becomes \(Hc = E\,Sc\), where \(H\) is the Hamiltonian matrix, \(S\) the overlap matrix and \(c\) a coefficient vector. The levels meant here are the eigenvalues \(E\) of this matrix problem. An iterative eigensolver holds a trial vector \(x\) and a trial energy \(\theta\), and monitors the residual \(r = Hx-\theta Sx\). For \(S=1\) and symmetric \(H\), some level lies within \(\|r\|/\|x\|\) of \(\theta\), where \(\|v\|=\sqrt{v\cdot v}\). Does a small \(\|r\|\) still guarantee a nearby level when \(S\) is not the identity?

## Two levels and one weak basis function

Take an energy \(L>0\), a number \(d>0\), and

\[
H=\begin{pmatrix}0&0\\0&dL\end{pmatrix},\qquad
S=\begin{pmatrix}1&0\\0&d\end{pmatrix}.
\]

The parameter \(d\) is the squared norm of the second basis function and stands for the small eigenvalue of a nearly singular overlap matrix. Three things hold in this two-function model:

- The levels are \(0\) and \(L\) for every \(d\). At \(\theta=L/2\) the vector \((0,1)\) has residual norm \(dL/2\), while both levels are \(L/2\) away.
- For fixed \(L\), that residual norm can be brought below any \(\varepsilon>0\) with some \(0<d<1\).
- Even if \(\theta\) is the Rayleigh quotient of \(x\), no constant \(C\) independent of \(d\) bounds the distance to the nearest level by \(C\|r\|/\|x\|\).

The third point answers an objection to the first. The vector \((0,1)\) is an exact eigenvector with level \(L\), so its Rayleigh quotient is \(L\), and \(\theta=L/2\) is a deliberately bad energy for it.

## Residuals and levels, component by component

Number the components 0 and 1. Multiplying out gives

\[
r=\bigl(-\theta x_0,\; d(L-\theta)x_1\bigr).
\]

A number \(E\) is a level when \(r=0\) at \(\theta=E\) for some nonzero vector, that is, when \(Ex_0=0\) and \(d(L-E)x_1=0\). If \(E\) is neither \(0\) nor \(L\), both components vanish, which is excluded. Conversely, \((1,0)\) solves the equations for \(E=0\) and \((0,1)\) for \(E=L\).

For \(x=(0,1)\) the residual is \((0,d(L-\theta))\), with norm \(d|L-\theta|\). At \(\theta=L/2\) this is \(dL/2\), and \(|0-L/2|=|L-L/2|=L/2\). With \(d=\min(1/2,\varepsilon/L)\) the norm is at most \(\varepsilon/2\).

For the Rayleigh quotient, set \(d=s^2\) with \(s>0\) and \(x=(s,1)\). Then

\[
\theta=\frac{x\cdot Hx}{x\cdot Sx}=\frac{s^2L}{s^2+s^2}=\frac L2,
\qquad
r=\frac L2\,s\,(-1,\,s),
\qquad
\|r\|=\frac L2\,s\,\|x\|.
\]

Given \(C\), choose \(s=1/(|C|+2)\), so that \(0<s<1\) and \(Cs<1\). For either level \(E\),

\[
C\|r\|=Cs\,\frac L2\|x\|<\frac L2\|x\|=|E-\theta|\,\|x\|.
\]

Shrinking \(d\) in \(S\) alone, with \(H=\mathrm{diag}(0,L)\) kept, would give a different model. The upper level is then \(L/d\) and runs away as \(d\to0\). Rescaling a basis function changes its diagonal elements in both matrices, and the factor \(d\) in \(H\) is what holds the spectrum fixed.

## What a solver would report

Let \(L=1\) hartree and \(d=10^{-8}\), so \(s=10^{-4}\). A solver that scales \(x=(10^{-4},1)\) to unit Euclidean length and computes its Rayleigh quotient finds \(\theta=0.5\) hartree and \(\|r\|=5\times10^{-5}\) hartree. With a threshold of \(10^{-4}\) hartree it stops, half a hartree from both levels.

The normalisation matters here. Scaled to \(x\cdot Sx=1\), the same vector has \(\|r\|=(L/2)\sqrt{(1+s^2)/2}\), about \(0.35\) hartree, and the warning is visible. The vector \((0,1)\) with \(\theta=L/2\) stays deceptive under that scaling, since its residual norm becomes \(\sqrt d\,L/2=5\times10^{-5}\) hartree.

## The statements in Lean

`hamiltonian L d` and `overlap d` are the two real diagonal matrices, with rows and columns indexed by `Fin 2`. `IsLevel H S E` says that some nonzero `c` satisfies \(Hc=E\,Sc\); without `c ≠ 0` every real number would be a level. `residual` and `rayleigh` are \(r\) and the quotient above. `euclNorm` is defined explicitly as \(\sqrt{v\cdot v}\), because Mathlib's built-in norm on `Fin 2 → ℝ` is the largest absolute component.

`misleading_residual` assumes only `0 < L` and `0 < d`, and states the residual norm together with the distance of every level. `residual_arbitrarily_small` adds the choice of \(d\) between 0 and 1. In `no_uniform_residual_bound` the constant `C` comes first, and \(d\) and \(x\) may depend on it. The inequality is multiplied through by \(\|x\|\), which avoids dividing by \(\|x\|\); the only division left is the one in the Rayleigh quotient, where \(x\cdot Sx>0\).

The levels are characterised in `isLevel_iff` under `d ≠ 0`. At \(d=0\) the vector \((0,1)\) is annihilated by both matrices, and every \(E\) would count as a level. For \(d>0\), `overlap_posDef` confirms that \(S\) is positive definite, as the overlap matrix of independent functions must be.

A basis used in practice usually has many more functions, and \(H\) is generally not diagonal in the eigenvectors of \(S\). The theorems here do not cover that setting.

```lean
import Mathlib

open Matrix

namespace MisleadingResidual

noncomputable section

/-- The Hamiltonian matrix `diag(0, d L)` in a basis of two orthogonal functions. -/
def hamiltonian (L d : ℝ) : Matrix (Fin 2) (Fin 2) ℝ := Matrix.diagonal ![0, d * L]

/-- The overlap matrix `diag(1, d)`: the second basis function has squared norm `d`. -/
def overlap (d : ℝ) : Matrix (Fin 2) (Fin 2) ℝ := Matrix.diagonal ![1, d]

/-- `E` is a level of the generalized eigenproblem `H c = E S c` with a nonzero vector `c`. -/
def IsLevel (H S : Matrix (Fin 2) (Fin 2) ℝ) (E : ℝ) : Prop :=
  ∃ c : Fin 2 → ℝ, c ≠ 0 ∧ H *ᵥ c = E • (S *ᵥ c)

/-- The residual `H x - θ S x` of a trial vector `x` and a trial energy `θ`. -/
def residual (H S : Matrix (Fin 2) (Fin 2) ℝ) (θ : ℝ) (x : Fin 2 → ℝ) : Fin 2 → ℝ :=
  H *ᵥ x - θ • (S *ᵥ x)

/-- The Euclidean norm of a coefficient vector, which ignores the overlap. -/
def euclNorm (v : Fin 2 → ℝ) : ℝ := √(v ⬝ᵥ v)

/-- The generalized Rayleigh quotient `⟨x, H x⟩ / ⟨x, S x⟩`, for `⟨x, S x⟩ ≠ 0`. -/
def rayleigh (H S : Matrix (Fin 2) (Fin 2) ℝ) (x : Fin 2 → ℝ) : ℝ :=
  (x ⬝ᵥ (H *ᵥ x)) / (x ⬝ᵥ (S *ᵥ x))

/-- For `d > 0` the overlap matrix is positive definite. -/
theorem overlap_posDef {d : ℝ} (hd : 0 < d) : (overlap d).PosDef := by
  apply Matrix.PosDef.diagonal
  intro i
  fin_cases i <;> simp [hd]

/-- The Euclidean norm of a vector with components `a` and `b` is `√(a² + b²)`. -/
theorem euclNorm_pair (a b : ℝ) : euclNorm ![a, b] = √(a ^ 2 + b ^ 2) := by
  simp [euclNorm, dotProduct, Fin.sum_univ_two, sq]

/-- The two components of the residual: the second one carries the factor `d`. -/
theorem residual_eq (L d θ : ℝ) (x : Fin 2 → ℝ) :
    residual (hamiltonian L d) (overlap d) θ x = ![-θ * x 0, d * (L - θ) * x 1] := by
  ext i
  fin_cases i <;> simp [residual, hamiltonian, overlap]
  ring

/-- For `d ≠ 0` the generalized levels are exactly `0` and `L`, whatever the value of `d`. -/
theorem isLevel_iff {L d : ℝ} (hd : d ≠ 0) (E : ℝ) :
    IsLevel (hamiltonian L d) (overlap d) E ↔ E = 0 ∨ E = L := by
  constructor
  · rintro ⟨c, hc, h⟩
    have hr : residual (hamiltonian L d) (overlap d) E c = 0 := sub_eq_zero.2 h
    rw [residual_eq] at hr
    have h0 : -E * c 0 = 0 := congrFun hr 0
    have h1 : d * (L - E) * c 1 = 0 := congrFun hr 1
    by_contra hE
    rw [not_or] at hE
    -- away from `0` and `L` both components of `c` must vanish
    have c0 : c 0 = 0 := (mul_eq_zero.1 h0).resolve_left (neg_ne_zero.2 hE.1)
    have c1 : c 1 = 0 := (mul_eq_zero.1 h1).resolve_left
      (mul_ne_zero hd (sub_ne_zero.2 (Ne.symm hE.2)))
    apply hc
    ext i
    fin_cases i
    · exact c0
    · exact c1
  · rintro (h | h)
    · refine ⟨![1, 0], fun h0 => one_ne_zero (congrFun h0 0), ?_⟩
      have key : residual (hamiltonian L d) (overlap d) E ![1, 0] = 0 := by
        rw [residual_eq]
        ext i
        fin_cases i <;> simp [h]
      exact sub_eq_zero.1 key
    · refine ⟨![0, 1], fun h0 => one_ne_zero (congrFun h0 1), ?_⟩
      have key : residual (hamiltonian L d) (overlap d) E ![0, 1] = 0 := by
        rw [residual_eq]
        ext i
        fin_cases i <;> simp [h]
      exact sub_eq_zero.1 key

/-- For `d > 0` and any trial energy `θ`, the vector `(0, 1)` has a residual of Euclidean
norm `d |L - θ|`. -/
theorem residual_norm {d : ℝ} (hd : 0 < d) (L θ : ℝ) :
    euclNorm (residual (hamiltonian L d) (overlap d) θ ![0, 1]) = d * |L - θ| := by
  have h : residual (hamiltonian L d) (overlap d) θ ![0, 1]
      = ![-θ * 0, d * (L - θ) * 1] := residual_eq L d θ _
  rw [h, euclNorm_pair,
    show (-θ * 0) ^ 2 + (d * (L - θ) * 1) ^ 2 = (d * (L - θ)) ^ 2 by ring,
    Real.sqrt_sq_eq_abs, abs_mul, abs_of_pos hd]

/-- For `L > 0` and `d > 0`, the trial energy `L/2` with the vector `(0, 1)` has a Euclidean
residual `d L / 2`, while every generalized level is at distance exactly `L/2`. -/
theorem misleading_residual {L d : ℝ} (hL : 0 < L) (hd : 0 < d) :
    euclNorm (residual (hamiltonian L d) (overlap d) (L / 2) ![0, 1]) = d * L / 2 ∧
      ∀ E, IsLevel (hamiltonian L d) (overlap d) E → |E - L / 2| = L / 2 := by
  have hL2 : 0 < L / 2 := by positivity
  constructor
  · rw [residual_norm hd, show L - L / 2 = L / 2 by ring, abs_of_pos hL2]
    ring
  · intro E hE
    rcases (isLevel_iff hd.ne' E).1 hE with h | h
    · rw [h, zero_sub, abs_neg, abs_of_pos hL2]
    · rw [h, show L - L / 2 = L / 2 by ring, abs_of_pos hL2]

/-- For fixed `L > 0` the Euclidean residual at the trial energy `L/2` can be made smaller than
any `ε > 0` by a choice of `d` between 0 and 1, with every level still `L/2` away. -/
theorem residual_arbitrarily_small {L ε : ℝ} (hL : 0 < L) (hε : 0 < ε) :
    ∃ d : ℝ, 0 < d ∧ d < 1 ∧
      euclNorm (residual (hamiltonian L d) (overlap d) (L / 2) ![0, 1]) < ε ∧
      ∀ E, IsLevel (hamiltonian L d) (overlap d) E → |E - L / 2| = L / 2 := by
  have hd : 0 < min (1 / 2) (ε / L) := lt_min (by norm_num) (div_pos hε hL)
  have hdL : min (1 / 2) (ε / L) * L ≤ ε := (le_div_iff₀ hL).1 (min_le_right _ _)
  obtain ⟨hr, hE⟩ := misleading_residual hL hd
  refine ⟨_, hd, lt_of_le_of_lt (min_le_left _ _) (by norm_num), ?_, hE⟩
  rw [hr]
  linarith

/-- For `L > 0`, `s > 0` and overlap `diag(1, s²)`, the vector `x = (s, 1)` has the generalized
Rayleigh quotient `L/2`, and its residual there has Euclidean norm `(L/2) s ‖x‖`. -/
theorem rayleigh_residual {L s : ℝ} (hL : 0 < L) (hs : 0 < s) :
    rayleigh (hamiltonian L (s ^ 2)) (overlap (s ^ 2)) ![s, 1] = L / 2 ∧
      euclNorm (residual (hamiltonian L (s ^ 2)) (overlap (s ^ 2)) (L / 2) ![s, 1])
        = L / 2 * s * euclNorm ![s, 1] := by
  constructor
  · have hH : ![s, 1] ⬝ᵥ (hamiltonian L (s ^ 2) *ᵥ ![s, 1]) = s ^ 2 * L := by
      simp [hamiltonian, dotProduct, Fin.sum_univ_two, Matrix.mulVec_diagonal, sq]
    have hS : ![s, 1] ⬝ᵥ (overlap (s ^ 2) *ᵥ ![s, 1]) = s ^ 2 + s ^ 2 := by
      simp [overlap, dotProduct, Fin.sum_univ_two, Matrix.mulVec_diagonal, sq]
    rw [rayleigh, hH, hS, div_eq_iff (by positivity)]
    ring
  · have h : residual (hamiltonian L (s ^ 2)) (overlap (s ^ 2)) (L / 2) ![s, 1]
        = ![-(L / 2) * s, s ^ 2 * (L - L / 2) * 1] := residual_eq L (s ^ 2) (L / 2) _
    -- the common factor `(L/2) s` comes out of the square root
    rw [h, euclNorm_pair, euclNorm_pair,
      show (-(L / 2) * s) ^ 2 + (s ^ 2 * (L - L / 2) * 1) ^ 2
        = (L / 2 * s) ^ 2 * (s ^ 2 + 1 ^ 2) by ring,
      Real.sqrt_mul (sq_nonneg _), Real.sqrt_sq (by positivity)]

/-- Let `L > 0`. For every constant `C` there are `d` between 0 and 1 and a nonzero `x` such that,
with the Rayleigh quotient of `x` as trial energy, the distance to every level, times `‖x‖`,
exceeds `C` times the Euclidean norm of the residual. -/
theorem no_uniform_residual_bound {L : ℝ} (hL : 0 < L) (C : ℝ) :
    ∃ d : ℝ, 0 < d ∧ d < 1 ∧ ∃ x : Fin 2 → ℝ, x ≠ 0 ∧
      ∀ E, IsLevel (hamiltonian L d) (overlap d) E →
        C * euclNorm (residual (hamiltonian L d) (overlap d)
            (rayleigh (hamiltonian L d) (overlap d) x) x)
          < |E - rayleigh (hamiltonian L d) (overlap d) x| * euclNorm x := by
  have hC : 0 < |C| + 2 := by positivity
  obtain ⟨s, hs, hs1, hCs⟩ : ∃ s : ℝ, 0 < s ∧ s < 1 ∧ C * s < 1 := by
    refine ⟨1 / (|C| + 2), by positivity, ?_, ?_⟩
    · rw [div_lt_one hC]
      linarith [abs_nonneg C]
    · rw [mul_one_div, div_lt_one hC]
      linarith [le_abs_self C]
  have hd : 0 < s ^ 2 := by positivity
  refine ⟨s ^ 2, hd, by nlinarith, ![s, 1], fun h0 => one_ne_zero (congrFun h0 1), ?_⟩
  intro E hE
  obtain ⟨hq, hr⟩ := rayleigh_residual hL hs
  rw [hq, hr, (misleading_residual hL hd).2 E hE]
  have hx : 0 < euclNorm ![s, 1] := by
    rw [euclNorm_pair]
    positivity
  have hpos : 0 < L / 2 * euclNorm ![s, 1] := by positivity
  -- what remains is `C s < 1`, multiplied by the positive number `(L/2) ‖x‖`
  calc C * (L / 2 * s * euclNorm ![s, 1])
      = C * s * (L / 2 * euclNorm ![s, 1]) := by ring
    _ < 1 * (L / 2 * euclNorm ![s, 1]) := mul_lt_mul_of_pos_right hCs hpos
    _ = L / 2 * euclNorm ![s, 1] := one_mul _

end

end MisleadingResidual
```

```lean
#print axioms MisleadingResidual.overlap_posDef
-- 'MisleadingResidual.overlap_posDef' depends on axioms: [propext, Classical.choice, Quot.sound]
#print axioms MisleadingResidual.residual_arbitrarily_small
-- 'MisleadingResidual.residual_arbitrarily_small' depends on axioms: [propext, Classical.choice, Quot.sound]
#print axioms MisleadingResidual.no_uniform_residual_bound
-- 'MisleadingResidual.no_uniform_residual_bound' depends on axioms: [propext, Classical.choice, Quot.sound]
```

## From the component formula to the bound on \(C\)

`residual_eq` is the component formula, and most later proofs rest on it. `ext i` and `fin_cases i` split the vector identity into its two components, `simp` multiplies out the diagonal matrices, and `ring` finishes the second component.

In `isLevel_iff`, the forward direction uses `sub_eq_zero` to turn the eigenvalue equation into a vanishing residual. The hypotheses `h0` and `h1` are its two components. Assuming that `E` is neither `0` nor `L`, `mul_eq_zero` forces `c 0` and `c 1` to vanish, which contradicts `hc`. The reverse direction supplies the vectors `![1, 0]` and `![0, 1]` and checks that their residuals are zero.

`residual_norm` inserts \((0,1)\) into the component formula. `euclNorm_pair` writes the norm as a square root of a sum of squares, and `Real.sqrt_sq_eq_abs` produces the absolute value in \(d|L-\theta|\). `misleading_residual` sets \(\theta=L/2\) and treats the two levels as separate cases. `residual_arbitrarily_small` then applies it with the minimum chosen above, where `hdL` records \(dL\le\varepsilon\).

In `rayleigh_residual`, `hH` and `hS` are the numerator \(s^2L\) and the denominator \(s^2+s^2\). For the norm, a `ring` identity factors \((Ls/2)^2\) out of the sum of squares, and `Real.sqrt_mul` with `Real.sqrt_sq` takes it out of the root.

`no_uniform_residual_bound` first obtains `s` with \(Cs<1\). It rewrites the quotient, the residual norm and the level distance with the earlier results. The closing `calc` multiplies \(Cs<1\) by the positive number \((L/2)\|x\|\), as in the last displayed inequality of the derivation.
